# Splitting off the elastic pole in the resolvent of a driven emitter with a unique steady state

An emitter has two levels. It is excited at rate $u$ and de-excited at rate $d$, with $\kappa=u+d>0$. Its populations $(p_e,p_g)$ relax to a steady state, and we want to separate the part of the response that persists from the part that decays. The generator, the steady state and the total-population functional are

$$L=\begin{pmatrix}-d&u\\ d&-u\end{pmatrix},\qquad r=\frac1\kappa\begin{pmatrix}u\\ d\end{pmatrix},\qquad t=\begin{pmatrix}1\\1\end{pmatrix}.$$

With $P=r\,t^T$ one finds $P^2=P$ and $L=-\kappa(1-P)$, so that

$$(z-L)^{-1}=\frac{P}{z}+\frac{1-P}{z+\kappa},\qquad z-L+P=(z+1)P+(z+\kappa)(1-P).$$

The persistent part is the pole $P/z$. Adding $P$ to $z-L$ moves the eigenvalue $z$ of the steady direction to $z+1$ and leaves the decaying direction alone. The shifted matrix is therefore regular at $z=0$, and its inverse times $1-P$ is exactly the second term of the resolvent.

A laser-driven emitter poses the same problem with coherences included. In the frame rotating with the laser, $z=0$ is the laser frequency. The constant part of a correlation gives the elastically scattered line there, and the rest gives the inelastic spectrum. The same separation works for any finite complex matrix $L$ that conserves the trace and has a unique, normalised steady state.

## Generator, steady state and trace

The density matrix is written as a vector whose components are labelled by a finite set `n`.

```lean
import Mathlib

open Matrix

namespace ResonanceFluorescence

noncomputable section

variable {n : Type*} [Fintype n] [DecidableEq n]
```

Three conditions are imposed: $Lx=0$ exactly when $x=c\,r$ for some complex $c$; $t^TL=0$; and $t\cdot r=1$. They say that the stationary state is unique up to scale, that the dynamics conserves the trace, and that the steady state has unit trace. Here `r` is what textbooks call $\rho_{ss}$, and `t` is the trace functional, not time. The product `⬝ᵥ` is $\sum_k t_k r_k$, without complex conjugation.

```lean
/-- The generator `L` has `r` as its only stationary state up to scale, conserves the
functional `t` (the trace), and `r` is normalised by `t`. -/
structure IsUniqueSteadyState (L : Matrix n n ℂ) (r t : n → ℂ) : Prop where
  kernel : ∀ x, L *ᵥ x = 0 ↔ ∃ c : ℂ, x = c • r
  conserved : t ᵥ* L = 0
  normalized : t ⬝ᵥ r = 1
```

Neither positivity nor damping is assumed. If $L$ has further eigenvalues on the imaginary axis, their undamped lines remain in what is called the background below.

The matrix $P$ has entries $P_{ij}=r_i t_j$. It is in general not Hermitian.

```lean
/-- The matrix `P = r tᵀ`. -/
def proj (r t : n → ℂ) : Matrix n n ℂ := vecMulVec r t
```

The background is $(z-L+P)^{-1}(1-P)$, where a number standing beside matrices means that multiple of the identity, written `z • 1` in Lean. The added $P$ carries the coefficient 1 in whatever unit of frequency is used for $L$ and $z$.

```lean
/-- The inelastic background `(z - L + P)⁻¹ (1 - P)` of the resolvent, meant for those `z`
at which `z - L + P` is invertible. -/
def background (L : Matrix n n ℂ) (r t : n → ℂ) (z : ℂ) : Matrix n n ℂ :=
  (z • 1 - L + proj r t)⁻¹ * (1 - proj r t)
```

## The steady-state projector

Acting on a state $x$, $P$ keeps only its trace:

$$(Px)_i=\sum_k r_i t_k x_k=(t\cdot x)\,r_i .$$

```lean
omit [DecidableEq n] in
/-- Applied to any vector `x`, the matrix `P` returns `r` multiplied by `t·x`. -/
theorem proj_mulVec (r t x : n → ℂ) : proj r t *ᵥ x = (t ⬝ᵥ x) • r := by
  funext i
  show ∑ k, r i * t k * x k = (∑ k, t k * x k) * r i
  rw [Finset.sum_mul]
  exact Finset.sum_congr rfl fun k _ => by ring
```

The three conditions now give

$$(LP)_{ij}=\Big(\sum_k L_{ik}r_k\Big)t_j=0,\qquad (PL)_{ij}=r_i\sum_k t_kL_{kj}=0,$$

$$(P^2)_{ij}=r_i\Big(\sum_k t_k r_k\Big)t_j=P_{ij}.$$

Moreover $P\neq0$: otherwise $r=(t\cdot r)\,r=Pr=0$, which contradicts $t\cdot r=1$. The four parts of the next proof are these four calculations.

```lean
variable {L : Matrix n n ℂ} {r t : n → ℂ}

/-- For a conserved trace and a unique normalised steady state, `P` is a nonzero projector that is
annihilated by the generator from both sides. -/
theorem proj_relations (h : IsUniqueSteadyState L r t) :
    L * proj r t = 0 ∧ proj r t * L = 0 ∧ proj r t * proj r t = proj r t ∧ proj r t ≠ 0 := by
  refine ⟨?_, ?_, ?_, ?_⟩
  · ext i j
    have hi : ∑ k, L i k * r k = 0 :=
      congrFun ((h.kernel r).mpr ⟨1, (one_smul ℂ r).symm⟩) i
    simp only [proj, Matrix.mul_apply, vecMulVec_apply, ← mul_assoc,
      ← Finset.sum_mul, hi, zero_mul, Matrix.zero_apply]
  · ext i j
    have hj : ∑ k, t k * L k j = 0 := congrFun h.conserved j
    simp only [proj, Matrix.mul_apply, vecMulVec_apply, mul_assoc,
      ← Finset.mul_sum, hj, mul_zero, Matrix.zero_apply]
  · ext i j
    have hn : ∑ k, t k * r k = 1 := h.normalized
    show ∑ k, r i * t k * (r k * t j) = r i * t j
    calc ∑ k, r i * t k * (r k * t j) = r i * (∑ k, t k * r k) * t j := by
          rw [Finset.mul_sum, Finset.sum_mul]
          exact Finset.sum_congr rfl fun k _ => by ring
      _ = r i * t j := by rw [hn, mul_one]
  · intro h0
    have hr := proj_mulVec r t r
    rw [h0, zero_mulVec, h.normalized, one_smul] at hr
    have hn := h.normalized
    rw [← hr, dotProduct_zero] at hn
    exact zero_ne_one hn
```

## Why $P-L$ is invertible

Suppose $(P-L)v=0$. Multiplying by $P$ from the left gives $P^2v-PLv=Pv=0$. What remains of the equation is $Lv=0$, so $v=c\,r$ by uniqueness. Then $0=Pv=(t\cdot v)\,r=c\,r=v$. A square matrix without a nonzero null vector is invertible.

Lean runs this by contradiction. A vanishing determinant supplies a nonzero `v`, `hPv` records $Pv=0$, and the kernel condition supplies `c`.

```lean
/-- For a conserved trace and a unique normalised steady state, `P - L` is invertible. -/
theorem isUnit_proj_sub (h : IsUniqueSteadyState L r t) : IsUnit (proj r t - L) := by
  obtain ⟨-, hPL, hPP, -⟩ := proj_relations h
  rw [Matrix.isUnit_iff_isUnit_det, isUnit_iff_ne_zero]
  intro hdet
  obtain ⟨v, hv, h0⟩ := Matrix.exists_mulVec_eq_zero_iff.mpr hdet
  -- a null vector has no steady component
  have hPv : proj r t *ᵥ v = 0 := by
    have h1 := congrArg (fun w => proj r t *ᵥ w) h0
    simpa only [Matrix.mulVec_mulVec, mul_sub, hPP, hPL, sub_zero, mulVec_zero] using h1
  rw [sub_mulVec, hPv, zero_sub, neg_eq_zero] at h0
  -- what remains is stationary, hence a multiple of `r` with zero trace
  obtain ⟨c, hc⟩ := (h.kernel v).mp h0
  apply hv
  rw [proj_mulVec, hc, dotProduct_smul, h.normalized, smul_eq_mul, mul_one] at hPv
  rw [hc, hPv]
```

Stationarity of $r$ without uniqueness is not enough here. Set $u=d=0$ in the two-level example, so that $L=0$, and take $r=(1,0)$ and $t=(1,1)$. Trace conservation and normalisation still hold and $r$ is stationary, but so is every other state. Then $P-L=P$ has the null vector $(1,-1)$, and the background becomes $(1-P)/z$, which diverges at $z=0$.

## The pole and the background

Let $A=z-L$ be invertible and let $z\neq-1$. From $LP=PL=0$,

$$AP=PA=zP .$$

If $z$ were zero, $AP=0$ would force $P=0$; hence $z\neq0$ is a conclusion and need not be assumed. Multiplying $PA=zP$ by $A^{-1}$ from the right and dividing by $z$ gives $PA^{-1}=P/z$. Two products follow:

$$(A+P)A^{-1}=1+\frac{P}{z},\qquad (A+P)P=(z+1)P .$$

Since $z+1\neq0$, they combine to

$$(A+P)\left(A^{-1}-\frac{P}{z(z+1)}\right)=1+\frac Pz-\frac Pz=1 .$$

For square matrices a right inverse suffices, so $A+P$ is invertible. Subtracting the whole pole instead gives

$$(A+P)\left(A^{-1}-\frac Pz\right)=1+\frac Pz-\frac{z+1}{z}P=1-P .$$

Multiplying by $(A+P)^{-1}$ from the left yields

$$(z-L)^{-1}=\frac Pz+(z-L+P)^{-1}(1-P).$$

The theorem states all three conclusions: $z\neq0$, invertibility of $z-L+P$, and this identity. In its proof `hPR` is $PA^{-1}=P/z$, `hBR` and `hBP` are the two products, `hB` is the explicit right inverse, and `hkey` is the last product before the result.

```lean
/-- Let `L` conserve the trace and have a unique normalised steady state. Wherever `z - L` is
invertible and `z ≠ -1`, `z` is nonzero, `z - L + P` is invertible, and the resolvent is the elastic
pole `P / z` plus the background `(z - L + P)⁻¹ (1 - P)`. -/
theorem resolvent_eq_elastic_add_background (h : IsUniqueSteadyState L r t) {z : ℂ}
    (hz : IsUnit (z • 1 - L)) (hz1 : z ≠ -1) :
    z ≠ 0 ∧ IsUnit (z • 1 - L + proj r t) ∧
      (z • 1 - L)⁻¹ = z⁻¹ • proj r t + background L r t z := by
  obtain ⟨hLP, hPL, hPP, hP0⟩ := proj_relations h
  have hAP : (z • 1 - L) * proj r t = z • proj r t := by
    rw [sub_mul, smul_mul_assoc, one_mul, hLP, sub_zero]
  have hPA : proj r t * (z • 1 - L) = z • proj r t := by
    rw [mul_sub, mul_smul_comm, mul_one, hPL, sub_zero]
  have hz0 : z ≠ 0 := fun h0 => hP0 (hz.mul_right_eq_zero.mp (by rw [hAP, h0, zero_smul]))
  have hz1' : z + 1 ≠ 0 := fun h0 => hz1 (eq_neg_of_add_eq_zero_left h0)
  have hAR := Matrix.mul_nonsing_inv _ ((Matrix.isUnit_iff_isUnit_det _).mp hz)
  have hbg : background L r t z = (z • 1 - L + proj r t)⁻¹ * (1 - proj r t) := rfl
  rw [hbg]
  generalize proj r t = P at *
  generalize z • 1 - L = A at *
  -- the resolvent multiplies the trace by `1 / z`
  have hPR : P * A⁻¹ = z⁻¹ • P := by
    calc P * A⁻¹ = z⁻¹ • ((z • P) * A⁻¹) := by
          rw [smul_mul_assoc, smul_smul, inv_mul_cancel₀ hz0, one_smul]
      _ = z⁻¹ • P := by rw [← hPA, mul_assoc, hAR, mul_one]
  have hBR : (A + P) * A⁻¹ = 1 + z⁻¹ • P := by rw [add_mul, hAR, hPR]
  have hBP : (A + P) * P = (z + 1) • P := by rw [add_mul, hAP, hPP, add_smul, one_smul]
  have hB : IsUnit (A + P).det := by
    apply Matrix.isUnit_det_of_right_inverse (B := A⁻¹ - (z⁻¹ * (z + 1)⁻¹) • P)
    rw [mul_sub, mul_smul_comm, hBR, hBP, smul_smul, mul_assoc, inv_mul_cancel₀ hz1',
      mul_one, add_sub_cancel_right]
  -- removing the pole leaves the background
  have hkey : (A + P) * (A⁻¹ - z⁻¹ • P) = 1 - P := by
    rw [mul_sub, mul_smul_comm, hBR, hBP, smul_smul, mul_add, inv_mul_cancel₀ hz0,
      mul_one, add_smul, one_smul]
    abel
  refine ⟨hz0, (Matrix.isUnit_iff_isUnit_det _).mpr hB, ?_⟩
  rw [← hkey, ← mul_assoc, Matrix.nonsing_inv_mul _ hB, one_mul]
  abel
```

The point $z=-1$ is special because of the unit coefficient of $P$. There

$$(-1-L+P)P=-P+P=0,$$

and $P\neq0$, so the shifted matrix is singular. The resolvent itself may be perfectly regular at that point: in the two-level example it is, whenever $\kappa\neq1$. Changing the unit of frequency moves the excluded point.

```lean
/-- For a unique normalised steady state, `z - L + P` is singular at `z = -1`. -/
theorem not_isUnit_at_neg_one (h : IsUniqueSteadyState L r t) :
    ¬ IsUnit ((-1 : ℂ) • 1 - L + proj r t) := by
  obtain ⟨hLP, -, hPP, hP0⟩ := proj_relations h
  refine fun hu => hP0 (hu.mul_right_eq_zero.mp ?_)
  rw [add_mul, sub_mul, smul_mul_assoc, one_mul, hLP, hPP, neg_smul, one_smul, sub_zero,
    neg_add_cancel]
```

## Regularity at the laser frequency

At $z=0$ the shifted matrix is $P-L$, which is invertible. Its determinant is continuous in $z$ and nonzero at $z=0$, and Cramer's rule writes the inverse as the adjugate divided by the determinant. The background is therefore continuous at $z=0$, with value $(P-L)^{-1}(1-P)$. The Lean proof identifies the matrix at zero, takes the nonzero determinant from `isUnit_proj_sub`, and combines the continuity of the factors.

```lean
/-- For a conserved trace and a unique normalised steady state, the background is continuous at
`z = 0`. -/
theorem background_continuousAt_zero (h : IsUniqueSteadyState L r t) :
    ContinuousAt (background L r t) 0 := by
  have hc : Continuous fun z : ℂ => z • (1 : Matrix n n ℂ) - L + proj r t := by fun_prop
  have hd : ((0 : ℂ) • (1 : Matrix n n ℂ) - L + proj r t).det ≠ 0 := by
    have h0 : (0 : ℂ) • 1 - L + proj r t = proj r t - L := by
      rw [zero_smul]
      abel
    rw [h0]
    exact ((Matrix.isUnit_iff_isUnit_det _).mp (isUnit_proj_sub h)).ne_zero
  -- Cramer's rule gives continuity wherever the determinant is nonzero
  show ContinuousAt (fun z : ℂ => (z • 1 - L + proj r t)⁻¹ * (1 - proj r t)) 0
  simp only [Matrix.inv_def, Ring.inverse_eq_inv']
  exact ((hc.matrix_det.continuousAt.inv₀ hd).smul
    hc.matrix_adjugate.continuousAt).mul continuousAt_const
```

Because $z-L$ is singular for only finitely many $z$, the decomposition holds at all sufficiently small nonzero $z$. The resolvent thus has a simple pole at zero with residue $P$.

## Elastic weight in a correlation function

Let $b$ be an initial vector and $a$ a readout functional. Applying the decomposition to $b$, with $Pb=(t\cdot b)\,r$, and contracting with $a$ gives

$$a\cdot(z-L)^{-1}b=\frac{(a\cdot r)(t\cdot b)}{z}+a\cdot(z-L+P)^{-1}\big(b-(t\cdot b)\,r\big).$$

The vector in the last term is traceless, since $t\cdot r=1$. The Lean proof substitutes the decomposition, lets the matrices act on `b`, and collects the scalars.

```lean
/-- For a conserved trace, a unique normalised steady state, `z - L` invertible and `z ≠ -1`, the
transformed correlation function `a·(z - L)⁻¹ b` is an elastic term of weight `(a·r)(t·b)` plus the
response to the traceless part of `b`. -/
theorem correlation_eq (h : IsUniqueSteadyState L r t) {z : ℂ}
    (hz : IsUnit (z • 1 - L)) (hz1 : z ≠ -1) (a b : n → ℂ) :
    a ⬝ᵥ ((z • 1 - L)⁻¹ *ᵥ b) = (a ⬝ᵥ r) * (t ⬝ᵥ b) / z +
      a ⬝ᵥ ((z • 1 - L + proj r t)⁻¹ *ᵥ (b - (t ⬝ᵥ b) • r)) := by
  rw [(resolvent_eq_elastic_add_background h hz hz1).2.2, add_mulVec, smul_mulVec,
    proj_mulVec, background, ← mulVec_mulVec, sub_mulVec, one_mulVec,
    proj_mulVec, dotProduct_add, dotProduct_smul, dotProduct_smul]
  simp only [smul_eq_mul]
  ring
```

For fluorescence, let $\sigma_-$ be the lowering operator of the emitter and $\sigma_+$ its adjoint. Take $b$ to be the vector of $\rho_{ss}\sigma_+$ and $a$ the functional $x\mapsto\mathrm{Tr}(\sigma_-x)$. The elastic weight becomes $\langle\sigma_-\rangle\langle\sigma_+\rangle=|\langle\sigma_-\rangle|^2$, the squared mean dipole. The step from the matrix identity to the emitted light is the quantum regression theorem, by which the two-time correlation at delay $\tau$ is $a\cdot e^{L\tau}b$; it is a physical input here. The Laplace transform of this correlation in $\tau$ is $a\cdot(z-L)^{-1}b$. For a finite-dimensional, time-independent Markovian generator with a unique steady state, the inelastic spectrum can then be computed from a linear system that stays regular at the laser frequency. If no other eigenvalue of $L$ lies on the imaginary axis, the inelastic spectrum at frequency $\omega$ is proportional to the real part of the last term of the identity at $z=-i(\omega-\omega_L)$, where $\omega_L$ is the laser frequency.

## A resonantly driven two-level emitter

Let the Rabi frequency equal the radiative decay rate, and use that rate as the unit of frequency. Radiative decay is the only damping, and the rotating-frame Hamiltonian is $\tfrac12(\sigma_++\sigma_-)$ in these units, with $\hbar=1$. With $x_0=\rho_{ee}$, $x_1=\rho_{gg}$ and $x_2=i(\rho_{eg}-\rho_{ge})$, the Bloch equations are

$$\dot x_0=-x_0+\tfrac12x_2,\qquad \dot x_1=x_0-\tfrac12x_2,\qquad \dot x_2=-x_0+x_1-\tfrac12x_2 .$$

On resonance the remaining combination $\rho_{eg}+\rho_{ge}$ decouples and decays by itself. It is left out of this matrix, although the full fluorescence spectrum requires it.

```lean
/-- The generator of a resonantly driven two-level emitter whose Rabi frequency equals its decay
rate (the unit of frequency), acting on the density-matrix data `(ee, gg, i(eg - ge))`. -/
def drivenEmitter : Matrix (Fin 3) (Fin 3) ℂ :=
  !![-1, 0, 1 / 2; 1, 0, -(1 / 2); -1, 1, -(1 / 2)]
```

In a stationary state the first equation gives $x_2=2x_0$, and the third then gives $x_1=2x_0$. Hence

$$x=(x_0+x_1)\left(\tfrac13,\tfrac23,\tfrac23\right),$$

and conversely every multiple of this vector is stationary. The trace is $x_0+x_1$, so $t=(1,1,0)$. It is conserved because the first two rates of change cancel, and it equals 1 on the vector $(\tfrac13,\tfrac23,\tfrac23)$. This driven emitter therefore satisfies all three conditions, with one third of the population in the excited state.

In Lean, `key` multiplies out the matrix, and the `linear_combination` lines solve the stationary equations for a given trace. The remaining parts check the converse, trace conservation and normalisation.

```lean
/-- The generator `drivenEmitter` conserves the trace `ee + gg` and has, up to scale, the unique
steady state `(1/3, 2/3, 2/3)`, whose trace is 1. -/
theorem isUniqueSteadyState_witness :
    IsUniqueSteadyState drivenEmitter ![1 / 3, 2 / 3, 2 / 3] ![1, 1, 0] := by
  have key : ∀ x : Fin 3 → ℂ, drivenEmitter *ᵥ x =
      ![-x 0 + x 2 / 2, x 0 - x 2 / 2, -x 0 + x 1 - x 2 / 2] := by
    intro x
    funext i
    fin_cases i <;> simp [drivenEmitter, Matrix.mulVec, dotProduct, Fin.sum_univ_three] <;> ring
  refine ⟨fun x => ⟨fun hx => ⟨x 0 + x 1, ?_⟩, ?_⟩, ?_, ?_⟩
  · -- solve the stationary Bloch equations for given trace
    rw [key] at hx
    have h0 : -x 0 + x 2 / 2 = 0 := congrFun hx 0
    have h2 : -x 0 + x 1 - x 2 / 2 = 0 := congrFun hx 2
    funext i
    fin_cases i
    · show x 0 = (x 0 + x 1) * (1 / 3)
      linear_combination -(h0 + h2) / 3
    · show x 1 = (x 0 + x 1) * (2 / 3)
      linear_combination (h0 + h2) / 3
    · show x 2 = (x 0 + x 1) * (2 / 3)
      linear_combination 2 * h0 - 2 / 3 * (h0 + h2)
  · rintro ⟨c, hx⟩
    have e0 : x 0 = c * (1 / 3) := congrFun hx 0
    have e1 : x 1 = c * (2 / 3) := congrFun hx 1
    have e2 : x 2 = c * (2 / 3) := congrFun hx 2
    rw [key, e0, e1, e2]
    funext i
    fin_cases i <;> (show _ = (0 : ℂ); dsimp; ring)
  · funext j
    fin_cases j <;> simp [drivenEmitter, Matrix.vecMul, dotProduct, Fin.sum_univ_three]
  · simp only [dotProduct, Fin.sum_univ_three]
    show (1 : ℂ) * (1 / 3) + 1 * (2 / 3) + 0 * (2 / 3) = 1
    norm_num

end

end ResonanceFluorescence
```

```lean
#print axioms ResonanceFluorescence.resolvent_eq_elastic_add_background
#print axioms ResonanceFluorescence.not_isUnit_at_neg_one
#print axioms ResonanceFluorescence.background_continuousAt_zero
#print axioms ResonanceFluorescence.correlation_eq
```

```
'ResonanceFluorescence.resolvent_eq_elastic_add_background' depends on axioms: [propext, Classical.choice, Quot.sound]
'ResonanceFluorescence.not_isUnit_at_neg_one' depends on axioms: [propext, Classical.choice, Quot.sound]
'ResonanceFluorescence.background_continuousAt_zero' depends on axioms: [propext, Classical.choice, Quot.sound]
'ResonanceFluorescence.correlation_eq' depends on axioms: [propext, Classical.choice, Quot.sound]
```
